# Projected electron operators on one site are not canonical fermions

When the repulsion on a site is so strong that two electrons never share it, an electron can be added only if the opposite spin is absent. The Lean file below builds this restriction into the electron operators of one site and computes what becomes of their anticommutation relations.

```lean
import Mathlib

namespace TJElectron

variable {A : Type*} [Ring A] [StarRing A]

/-- The canonical anticommutation relations of one site, with annihilation operators
`a` for spin up and `b` for spin down; `star` is the adjoint. -/
structure IsFermionSite (a b : A) : Prop where
  up_sq : a * a = 0
  down_sq : b * b = 0
  up_car : a * star a + star a * a = 1
  down_car : b * star b + star b * b = 1
  up_down : a * b + b * a = 0
  up_downStar : a * star b + star b * a = 0

/-- The number operator `c† c` of a mode. -/
def num (c : A) : A := star c * c

/-- The operator `1 - c† c` of a mode. -/
def hole (c : A) : A := 1 - num c

/-- The projected annihilation operator `a (1 - n_b)`: it removes the electron `a`
with the factor `1 - n_b` of the opposite spin `b`. -/
def projected (a b : A) : A := a * hole b

/-- The Gutzwiller operator `1 - n_a n_b` of one site. -/
def gutzwiller (a b : A) : A := 1 - num a * num b

/-- The canonical relations of a site are unchanged when the two spins are exchanged. -/
theorem IsFermionSite.swap {a b : A} (h : IsFermionSite a b) : IsFermionSite b a where
  up_sq := h.down_sq
  down_sq := h.up_sq
  up_car := h.down_car
  down_car := h.up_car
  up_down := by rw [add_comm]; exact h.up_down
  up_downStar := by
    have := congrArg star h.up_downStar
    simpa [star_add, star_mul] using this

/-- The operator `1 - c† c` is self-adjoint. -/
theorem star_hole (c : A) : star (hole c) = hole c := by
  simp [hole, num]

/-- For a canonical site, `a (1 - n_a) = 0`, `(1 - n_a) a = a`, `a† (1 - n_a) = a†`,
and `1 - n_a` is idempotent. -/
theorem hole_absorb {a b : A} (h : IsFermionSite a b) :
    a * hole a = 0 ∧ hole a * a = a ∧ star a * hole a = star a ∧
      hole a * hole a = hole a := by
  have h1 : a * hole a = 0 := by
    simp only [hole, num]
    linear_combination (norm := noncomm_ring) star a * h.up_sq - h.up_car * a
  have h2 : hole a * a = a := by
    simp only [hole, num]
    linear_combination (norm := noncomm_ring) (-star a) * h.up_sq
  refine ⟨h1, h2, ?_, ?_⟩
  · have h3 := congrArg star h2
    rwa [star_mul, star_hole] at h3
  · have h4 : hole a * hole a = hole a - star a * (a * hole a) := by
      simp only [hole, num]
      noncomm_ring
    rw [h4, h1, mul_zero, sub_zero]

/-- For a canonical site, `1 - n_b` commutes with the annihilation and creation
operators of the opposite spin. -/
theorem hole_comm {a b : A} (h : IsFermionSite a b) :
    a * hole b = hole b * a ∧ star a * hole b = hole b * star a := by
  have h1 : a * hole b = hole b * a := by
    simp only [hole, num]
    linear_combination (norm := noncomm_ring) star b * h.up_down - h.up_downStar * b
  refine ⟨h1, ?_⟩
  have h2 := congrArg star h1
  rw [star_mul, star_mul, star_hole] at h2
  exact h2.symm

/-- For a canonical site, the projected operator is the annihilation operator placed
between two Gutzwiller operators: `P a P = a (1 - n_b)` with `P = 1 - n_a n_b`. -/
theorem gutzwiller_sandwich {a b : A} (h : IsFermionSite a b) :
    gutzwiller a b * a * gutzwiller a b = projected a b := by
  obtain ⟨h1, h2, -, -⟩ := hole_absorb h
  have h3 := (hole_comm h).1
  simp only [hole] at h1 h2 h3
  have hn : num a * a = 0 := by
    linear_combination (norm := noncomm_ring) -h2
  have han : a * num a = a := by
    linear_combination (norm := noncomm_ring) -h1
  have hc : a * num b = num b * a := by
    linear_combination (norm := noncomm_ring) -h3
  simp only [gutzwiller, projected, hole]
  -- after `a` has acted, the site cannot be doubly occupied
  have hPa : (1 - num a * num b) * a = a := by
    linear_combination (norm := noncomm_ring) num a * hc - hn * num b
  rw [hPa]
  linear_combination (norm := noncomm_ring) -(han * num b)

/-- The algebra of the t-J electron operators `du = cu (1 - nd)` and `dd = cd (1 - nu)`
of a canonical site: `{du, du†} = 1 - nd`, `{du, dd†} = cd† cu` and `du dd = 0`. -/
theorem tJ_algebra {cu cd : A} (h : IsFermionSite cu cd) :
    projected cu cd * star (projected cu cd)
        + star (projected cu cd) * projected cu cd = 1 - num cd ∧
    projected cu cd * star (projected cd cu)
        + star (projected cd cu) * projected cu cd = star cd * cu ∧
    projected cu cd * projected cd cu = 0 := by
  obtain ⟨u0, u1, -, -⟩ := hole_absorb h
  obtain ⟨-, -, d2, idem⟩ := hole_absorb h.swap
  obtain ⟨c1, c2⟩ := hole_comm h
  obtain ⟨e1, e2⟩ := hole_comm h.swap
  simp only [projected, star_mul, star_hole]
  refine ⟨?_, ?_, ?_⟩
  · -- collect the factors `1 - nd` on the left, then use `{cu, cu†} = 1`
    change _ = hole cd
    calc cu * hole cd * (hole cd * star cu) + hole cd * star cu * (cu * hole cd)
        = cu * (hole cd * hole cd) * star cu + hole cd * star cu * (cu * hole cd) := by
          simp only [mul_assoc]
      _ = hole cd * (cu * star cu) + hole cd * (star cu * hole cd) * cu := by
          rw [idem, c1]
          simp only [mul_assoc]
      _ = hole cd * (cu * star cu + star cu * cu) := by
          rw [c2, ← mul_assoc (hole cd) (hole cd), idem, mul_add]
          simp only [mul_assoc]
      _ = hole cd := by rw [h.up_car, mul_one]
  · -- the first product vanishes, the second is the spin flip
    have z : cu * hole cd * (hole cu * star cd) = 0 := by
      rw [c1, mul_assoc, ← mul_assoc cu, u0, zero_mul, mul_zero]
    rw [z, zero_add]
    calc hole cu * star cd * (cu * hole cd)
        = star cd * hole cu * (cu * hole cd) := by rw [e2]
      _ = star cd * (hole cu * cu) * hole cd := by simp only [mul_assoc]
      _ = star cd * (cu * hole cd) := by rw [u1, mul_assoc]
      _ = star cd * hole cd * cu := by rw [c1, mul_assoc]
      _ = star cd * cu := by rw [d2]
  · rw [c1, e1, mul_assoc, ← mul_assoc cu, u0, zero_mul, mul_zero]

/-- In a non-trivial operator algebra the t-J electron operators of a canonical site are
not canonical fermions: `{du, du†} ≠ 1` and `{du, dd†} ≠ 0`. -/
theorem tJ_not_canonical [Nontrivial A] {cu cd : A} (h : IsFermionSite cu cd) :
    projected cu cd * star (projected cu cd)
        + star (projected cu cd) * projected cu cd ≠ 1 ∧
    projected cu cd * star (projected cd cu)
        + star (projected cd cu) * projected cu cd ≠ 0 := by
  obtain ⟨m1, m2, -⟩ := tJ_algebra h
  constructor
  · intro e
    rw [m1] at e
    have e' : hole cd = 1 := e
    -- `1 - nd = 1` would force `cd = 0`
    have d0 := (hole_absorb h.swap).1
    rw [e', mul_one] at d0
    have hcar := h.down_car
    simp [d0] at hcar
  · intro e
    rw [m2] at e
    -- `cd† cu = 0` would force `cu = 0`
    have u0 : cu = 0 := by
      linear_combination (norm := noncomm_ring)
        cd * e - e * cd - h.down_car * cu + star cd * h.up_down
    have hcar := h.up_car
    simp [u0] at hcar

/-- Explicit complex matrices for the up and down annihilation operators, in the basis
empty, up, down, doubly occupied, satisfy the canonical relations of a site. -/
theorem isFermionSite_witness :
    IsFermionSite
      (!![0, 1, 0, 0; 0, 0, 0, 0; 0, 0, 0, 1; 0, 0, 0, 0] : Matrix (Fin 4) (Fin 4) ℂ)
      (!![0, 0, 1, 0; 0, 0, 0, -1; 0, 0, 0, 0; 0, 0, 0, 0] : Matrix (Fin 4) (Fin 4) ℂ) := by
  -- the two creation operators as explicit matrices
  have hu : star (!![0, 1, 0, 0; 0, 0, 0, 0; 0, 0, 0, 1; 0, 0, 0, 0] :
      Matrix (Fin 4) (Fin 4) ℂ) =
      !![0, 0, 0, 0; 1, 0, 0, 0; 0, 0, 0, 0; 0, 0, 1, 0] := by
    ext i j
    fin_cases i <;> fin_cases j <;> simp [Matrix.star_apply]
  have hd : star (!![0, 0, 1, 0; 0, 0, 0, -1; 0, 0, 0, 0; 0, 0, 0, 0] :
      Matrix (Fin 4) (Fin 4) ℂ) =
      !![0, 0, 0, 0; 0, 0, 0, 0; 1, 0, 0, 0; 0, -1, 0, 0] := by
    ext i j
    fin_cases i <;> fin_cases j <;> simp [Matrix.star_apply]
  constructor <;> ext i j <;> fin_cases i <;> fin_cases j <;>
    simp [hu, hd, Matrix.mul_apply, Fin.sum_univ_four]

end TJElectron
```

```lean
#print axioms TJElectron.gutzwiller_sandwich
-- 'TJElectron.gutzwiller_sandwich' depends on axioms: [propext, Classical.choice, Quot.sound]
#print axioms TJElectron.tJ_not_canonical
-- 'TJElectron.tJ_not_canonical' depends on axioms: [propext, Classical.choice, Quot.sound]
```

## Three identities for the restricted operators

Write $c_u$ and $c_d$ for the annihilation operators of a spin-up and a spin-down electron on the site (`cu` and `cd` in the main theorems), and $n_u=c_u^\dagger c_u$, $n_d=c_d^\dagger c_d$ for the number operators. The restricted operators of the t-J model are

$$\tilde c_u=c_u(1-n_d),\qquad \tilde c_d=c_d(1-n_u).$$

In Lean they are `projected cu cd` and `projected cd cu`; the comments call them `du` and `dd`. With $\{x,y\}=xy+yx$, the theorem `tJ_algebra` states

$$\{\tilde c_u,\tilde c_u^\dagger\}=1-n_d,\qquad \{\tilde c_u,\tilde c_d^\dagger\}=c_d^\dagger c_u,\qquad \tilde c_u\tilde c_d=0.$$

Canonical fermions would have $1$ and $0$ for the two anticommutators. The theorem `tJ_not_canonical` says that neither value occurs, provided that the operator algebra is non-trivial, meaning that $0\neq1$ in it.

Each right-hand side has a direct reading. If a down electron is present, an up electron can be neither added nor removed within the allowed states, so the first anticommutator vanishes there. The second is the operator that turns an up spin into a down spin. The third says that two electrons cannot be removed in succession from a site that holds at most one.

The formula $1-n_d$ is more informative than the bare inequality with $1$. Any operators that vanish on the doubly occupied state, together with their adjoints, fail to give $1$ there; but $1-n_d$ also vanishes on the allowed state with a single down electron.

For t-J models of strongly correlated electrons, this means that the usual Wick theorem, which relies on anticommutators that are plain numbers, does not apply directly to the projected operators, already at the level of a single site.

## What the Lean objects stand for

The operators are elements of `A`, a ring with an adjoint operation `star` that reverses products. No Hilbert space, dimension or complex scalar enters the general theorems. The structure `IsFermionSite a b` is the physical hypothesis: `a` and `b` square to zero, each has anticommutator $1$ with its own adjoint, and `a` anticommutes with both `b` and `star b`. The remaining relations between the two spins follow by taking adjoints.

The definition `num c` is $c^\dagger c$, and `hole c` is $1-c^\dagger c$, the projector onto states in which that mode is empty. The theorem `gutzwiller_sandwich` connects the formula for $\tilde c_u$ with the projection it is meant to express: if $P=1-n_un_d$ removes double occupancy, then $Pc_uP=c_u(1-n_d)$.

The theorem `isFermionSite_witness` supplies explicit $4\times4$ complex matrices that satisfy the hypothesis, in the basis empty, up, down, doubly occupied. The entry $-1$ fixes the sign convention: the doubly occupied state is $c_u^\dagger c_d^\dagger$ applied to the empty one.

Since `A` may be the operator algebra of a whole lattice, the identities apply to each of its sites separately. Relations between different sites, the t-J Hamiltonian and its derivation from a Hubbard model are not treated.

## Moving the empty-mode factors

Let $h_u=1-n_u$ and $h_d=1-n_d$. From $c_u^2=0$ and $c_uc_u^\dagger=1-c_u^\dagger c_u$,

$$c_uh_u=c_u-c_uc_u^\dagger c_u=c_u-(1-c_u^\dagger c_u)c_u=c_u^\dagger c_u^2=0,$$

$$h_uc_u=c_u-c_u^\dagger c_u^2=c_u.$$

Since $h_u$ is self-adjoint, the adjoint of the second line is $c_u^\dagger h_u=c_u^\dagger$. Moreover $h_u^2=h_u-c_u^\dagger(c_uh_u)=h_u$. These four facts form `hole_absorb`. The theorem `IsFermionSite.swap` exchanges the spins and so gives the same facts for $h_d$.

An operator of one spin passes through the number operator of the other with two sign changes:

$$c_un_d=c_uc_d^\dagger c_d=-c_d^\dagger c_uc_d=c_d^\dagger c_dc_u=n_dc_u.$$

Hence $c_uh_d=h_dc_u$, and the adjoint gives $c_u^\dagger h_d=h_dc_u^\dagger$. This is `hole_comm`. In both lemmas `linear_combination` multiplies the assumed relations by suitable operators and adds them, while `noncomm_ring` checks the resulting identity without reordering factors.

The projection formula now follows. Since $n_uc_u=0$, we have $n_un_dc_u=n_uc_un_d=0$, so $Pc_u=c_u$. Since $c_un_u=c_u$,

$$Pc_uP=c_uP=c_u-c_un_un_d=c_u(1-n_d).$$

In the Lean proof, `hPa` is the step $Pc_u=c_u$, and `han` is $c_un_u=c_u$.

## Computing the anticommutators

The adjoints are $\tilde c_u^\dagger=h_dc_u^\dagger$ and $\tilde c_d^\dagger=h_uc_d^\dagger$. For equal spins, all factors $h_d$ can be collected on the left:

$$\begin{aligned}
\{\tilde c_u,\tilde c_u^\dagger\}
&=c_uh_d^2c_u^\dagger+h_dc_u^\dagger c_uh_d\\
&=h_dc_uc_u^\dagger+h_d^2c_u^\dagger c_u\\
&=h_d(c_uc_u^\dagger+c_u^\dagger c_u)=h_d.
\end{aligned}$$

The first `calc` block of `tJ_algebra` follows this route, with `idem` for $h_d^2=h_d$ and `c1`, `c2` for the commutations.

For opposite spins, one of the two products vanishes:

$$\tilde c_u\tilde c_d^\dagger=c_uh_dh_uc_d^\dagger=h_d(c_uh_u)c_d^\dagger=0.$$

This is the step `z`. The other product is the spin flip:

$$\begin{aligned}
\tilde c_d^\dagger\tilde c_u
&=h_uc_d^\dagger c_uh_d
=c_d^\dagger(h_uc_u)h_d\\
&=c_d^\dagger c_uh_d
=c_d^\dagger h_dc_u
=c_d^\dagger c_u.
\end{aligned}$$

The second `calc` block makes the same moves; its last step uses $c_d^\dagger h_d=c_d^\dagger$. The third identity rests again on $c_uh_u=0$:

$$\tilde c_u\tilde c_d=c_uh_dc_dh_u=h_d(c_uh_u)c_d=0.$$

## Why the canonical values are impossible

Suppose that $\{\tilde c_u,\tilde c_u^\dagger\}=1$. Then $h_d=1$, and $c_dh_d=0$ becomes $c_d=0$. The relation $c_dc_d^\dagger+c_d^\dagger c_d=1$ then reads $0=1$, which a non-trivial algebra excludes.

Suppose instead that $\{\tilde c_u,\tilde c_d^\dagger\}=0$, so that $c_d^\dagger c_u=0$. Inserting the canonical relation of the down mode gives

$$\begin{aligned}
c_u&=(c_dc_d^\dagger+c_d^\dagger c_d)c_u\\
&=c_d(c_d^\dagger c_u)-(c_d^\dagger c_u)c_d=0,
\end{aligned}$$

where $c_dc_u=-c_uc_d$ was used in the second term. Now the canonical relation of the up mode reads $0=1$.

The two branches of `tJ_not_canonical` are these two arguments. Each first replaces the anticommutator by its value from `tJ_algebra`, then derives `d0` or `u0`, the vanishing of an annihilation operator, and lets `simp` find the contradiction in the corresponding canonical relation.
